# In the square-gradient model, radial profiles stationary under dilation are free-energy maxima along it for d ≥ 3 and positive gradient energy

A droplet of a stable phase forms inside a metastable parent phase. If it is small it tends to shrink, and if it is large it tends to grow. Between the two lies the critical nucleus, at which the free energy is stationary. In a square-gradient model the droplet is a smooth radial profile \(u(r)\) of an order parameter, with no sharp radius. Could such a profile be a minimum of the free energy? In three or more dimensions, stretching it radially is enough to decide, provided that its energy integrals converge and its gradient energy is positive.

```lean
import Mathlib

open MeasureTheory Set Filter
open scoped Topology

namespace NucleationScaling

noncomputable section
```

## The energy and its two parts

Let \(d\) be the dimension of space and \(f(u)\) the local free-energy density, measured so that it vanishes in the parent phase. The free energy is

\[ F[u]=\int_0^\infty r^{d-1}\left(\tfrac12 u'(r)^2+f(u(r))\right)dr . \]

The constant angular factor is left out, and the unit of length makes the gradient coefficient one. In `freeEnergy`, `Ioi 0` is the half-line \(r>0\), and `deriv u r` is \(u'(r)\).

```lean
/-- The radial square-gradient free energy: the integral over `r > 0` of
`r^(d-1) (u'^2/2 + f(u))`. -/
def freeEnergy (d : ℕ) (f u : ℝ → ℝ) : ℝ :=
  ∫ r in Ioi (0 : ℝ), r ^ (d - 1) * ((deriv u r) ^ 2 / 2 + f (u r))
```

Write \(p=u'\) for the slope. The gradient part is \(K=\int_0^\infty r^{d-1}p^2/2\,dr\), the energy cost of spatial variation in \(u\).

```lean
/-- The gradient part `K` of the free energy, for a profile with slope `p`. -/
def gradientPart (d : ℕ) (p : ℝ → ℝ) : ℝ :=
  ∫ r in Ioi (0 : ℝ), r ^ (d - 1) * (p r ^ 2 / 2)
```

The bulk part is \(V=\int_0^\infty r^{d-1}f(u)\,dr\). It can be negative, because the new phase is favoured.

```lean
/-- The bulk part `V` of the free energy, with local free-energy density `f`. -/
def bulkPart (d : ℕ) (f u : ℝ → ℝ) : ℝ :=
  ∫ r in Ioi (0 : ℝ), r ^ (d - 1) * f (u r)
```

Stretching by a factor \(s>0\) replaces \(u(r)\) by \(u(r/s)\), so \(s>1\) enlarges the droplet.

```lean
/-- The profile `u` stretched radially by the factor `s > 0`. -/
def dilate (s : ℝ) (u : ℝ → ℝ) : ℝ → ℝ := fun r => u (r / s)
```

The predicate `IsProfile d f u p` says that \(u\) has slope \(p\) at every \(r>0\) and that both integrals converge. Convergence expresses a localised droplet in an unbounded parent phase. Nothing is asked of \(f\) beyond this, and \(u\) need not solve the Euler–Lagrange equation.

```lean
/-- The profile `u` has slope `p` at every `r > 0`, and its gradient and bulk integrals
converge. -/
structure IsProfile (d : ℕ) (f u p : ℝ → ℝ) : Prop where
  slope : ∀ r, 0 < r → HasDerivAt u (p r) r
  gradient : IntegrableOn (fun r => r ^ (d - 1) * (p r ^ 2 / 2)) (Ioi 0)
  bulk : IntegrableOn (fun r => r ^ (d - 1) * f (u r)) (Ioi 0)
```

## How the energy scales

Substituting \(r=sx\) in a radial integral gives

\[ \int_0^\infty r^k g(r/s)\,dr=s^{k+1}\int_0^\infty x^k g(x)\,dx . \]

The proof writes the integrand as \(s^k\) times \(x^k g(x)\) at \(x=s^{-1}r\). Mathlib's scaling rule for the half-line supplies the last factor \(s\), and its companion for integrability carries convergence across.

```lean
variable {d : ℕ} {f u p : ℝ → ℝ} {s : ℝ}

/-- Stretching by `s > 0` multiplies a radial integral with weight `r^k` by `s^(k+1)`,
and preserves its convergence. -/
theorem radial_dilation (hs : 0 < s) (k : ℕ) (g : ℝ → ℝ) :
    (IntegrableOn (fun r => r ^ k * g r) (Ioi 0) →
      IntegrableOn (fun r => r ^ k * g (r / s)) (Ioi 0)) ∧
    ∫ r in Ioi (0 : ℝ), r ^ k * g (r / s) =
      s ^ (k + 1) * ∫ r in Ioi (0 : ℝ), r ^ k * g r := by
  have hf : (fun r => r ^ k * g (r / s)) =
      fun r => s ^ k * ((s⁻¹ * r) ^ k * g (s⁻¹ * r)) := by
    funext r
    rw [div_eq_inv_mul, ← mul_assoc, ← mul_pow, mul_inv_cancel_left₀ hs.ne']
  rw [hf]
  constructor
  · intro h
    have h' := (integrableOn_Ioi_comp_mul_left_iff (fun x => x ^ k * g x) 0
      (inv_pos.2 hs)).2 (by rw [mul_zero]; exact h)
    exact Integrable.const_mul h' _
  · have e := integral_comp_mul_left_Ioi (fun x => x ^ k * g x) 0 (inv_pos.2 hs)
    simp only [mul_zero, inv_inv, smul_eq_mul] at e
    rw [integral_const_mul, e]
    ring
```

Since both integrals converge, the integral of the sum is the sum of the integrals, and \(F[u]=K+V\).

```lean
/-- When both integrals converge, the free energy is the sum `K + V`. -/
theorem energy_eq_add (h : IsProfile d f u p) :
    freeEnergy d f u = gradientPart d p + bulkPart d f u := by
  unfold freeEnergy gradientPart bulkPart
  rw [← integral_add h.gradient h.bulk]
  refine setIntegral_congr_fun measurableSet_Ioi ?_
  intro r hr
  simp only [(h.slope r hr).deriv]
  ring
```

By the chain rule, the stretched profile has slope \(p(r/s)/s\). Its gradient integrand carries an extra constant \(s^{-2}\), so both integrals still converge.

```lean
/-- A profile stretched by `s > 0` has slope `p(r/s)/s`, and its gradient and bulk
integrals converge if those of the original profile do. -/
theorem isProfile_dilate (h : IsProfile d f u p) (hs : 0 < s) :
    IsProfile d f (dilate s u) (fun r => p (r / s) / s) where
  slope r hr := by
    have h2 : HasDerivAt (fun x : ℝ => x / s) (1 / s) r := (hasDerivAt_id' r).div_const s
    have h3 := HasDerivAt.comp (h := fun x : ℝ => x / s) r
      (h.slope (r / s) (div_pos hr hs)) h2
    exact h3.congr_deriv (by ring)
  gradient := by
    have h1 := (radial_dilation hs (d - 1) (fun x => p x ^ 2 / 2)).1 h.gradient
    have e : (fun r => r ^ (d - 1) * ((p (r / s) / s) ^ 2 / 2)) =
        fun r => (s ^ 2)⁻¹ * (r ^ (d - 1) * (p (r / s) ^ 2 / 2)) := by
      funext r
      ring
    rw [e]
    exact Integrable.const_mul h1 _
  bulk := (radial_dilation hs (d - 1) (fun x => f (u x))).1 h.bulk
```

The gradient part therefore becomes \(s^{-2}s^dK\) and the bulk part \(s^dV\):

\[ F[u(\cdot/s)]=s^{d-2}K+s^dV . \]

The formula also holds for \(d=1\), but the Lean statement takes \(d\ge2\) because its exponent \(d-2\) is a natural number. The proof sets \(d=m+2\) to keep the exponents free of subtraction.

```lean
/-- Scaling law in dimension `d ≥ 2`: when the gradient and bulk integrals converge, stretching by
`s > 0` gives the free energy `s^(d-2) K + s^d V`. -/
theorem energy_dilate (hd : 2 ≤ d) (h : IsProfile d f u p) (hs : 0 < s) :
    freeEnergy d f (dilate s u) =
      s ^ (d - 2) * gradientPart d p + s ^ d * bulkPart d f u := by
  rw [energy_eq_add (isProfile_dilate h hs)]
  obtain ⟨m, rfl⟩ : ∃ m, d = m + 2 := ⟨d - 2, by omega⟩
  have hV : bulkPart (m + 2) f (dilate s u) = s ^ (m + 2) * bulkPart (m + 2) f u :=
    (radial_dilation hs (m + 1) (fun x => f (u x))).2
  have hK : gradientPart (m + 2) (fun r => p (r / s) / s) =
      s ^ m * gradientPart (m + 2) p := by
    change ∫ r in Ioi (0 : ℝ), r ^ (m + 1) * ((p (r / s) / s) ^ 2 / 2) =
      s ^ m * ∫ r in Ioi (0 : ℝ), r ^ (m + 1) * (p r ^ 2 / 2)
    have e : (fun r => r ^ (m + 1) * ((p (r / s) / s) ^ 2 / 2)) =
        fun r => (s ^ 2)⁻¹ * (r ^ (m + 1) * (p (r / s) ^ 2 / 2)) := by
      funext r
      ring
    rw [e, integral_const_mul, (radial_dilation hs (m + 1) (fun x => p x ^ 2 / 2)).2,
      show s ^ (m + 1 + 1) = s ^ 2 * s ^ m by ring, mul_assoc (s ^ 2),
      inv_mul_cancel_left₀ (pow_ne_zero 2 hs.ne')]
  rw [hK, hV, Nat.add_sub_cancel]
```

## Stationarity fixes the energy

From here on \(d\ge3\). Differentiating in \(s\) gives

\[ \frac{d}{ds}F[u(\cdot/s)]=(d-2)s^{d-3}K+d\,s^{d-1}V . \]

The scaling law holds for all positive factors, hence in a neighbourhood of each \(s>0\), and this lets the derivative of the polynomial pass to the energy.

```lean
/-- For `d ≥ 3` and convergent gradient and bulk integrals, the derivative of the free energy with
respect to the stretching factor `s > 0` is `(d-2) s^(d-3) K + d s^(d-1) V`. -/
theorem hasDerivAt_energy (hd : 3 ≤ d) (h : IsProfile d f u p) (hs : 0 < s) :
    HasDerivAt (fun t => freeEnergy d f (dilate t u))
      (((d : ℝ) - 2) * s ^ (d - 3) * gradientPart d p
        + d * s ^ (d - 1) * bulkPart d f u) s := by
  have e := ((hasDerivAt_pow (d - 2) s).mul_const (gradientPart d p)).fun_add
    ((hasDerivAt_pow d s).mul_const (bulkPart d f u))
  refine (e.congr_of_eventuallyEq ?_).congr_deriv ?_
  · filter_upwards [Ioi_mem_nhds hs] with t ht
    exact energy_dilate (by omega) h ht
  · have c : ((d - 2 : ℕ) : ℝ) = (d : ℝ) - 2 := by
      exact_mod_cast Nat.cast_sub (R := ℝ) (show 2 ≤ d by omega)
    rw [c, show d - 2 - 1 = d - 3 by omega]
```

At \(s=1\) the derivative vanishes exactly when \((d-2)K+dV=0\). Adding \(2K\) to both sides turns this into \(d(K+V)=2K\), that is, \(F[u]=2K/d\). In Lean, stationarity is `HasDerivAt … 0 1`: the derivative at the point 1 exists and equals 0.

```lean
/-- For `d ≥ 3`, a profile with convergent gradient and bulk integrals is stationary under
stretching exactly when its free energy is `2K/d`. -/
theorem stationary_iff (hd : 3 ≤ d) (h : IsProfile d f u p) :
    HasDerivAt (fun s => freeEnergy d f (dilate s u)) 0 1 ↔
      freeEnergy d f u = 2 * gradientPart d p / d := by
  have D := hasDerivAt_energy hd h (one_pos : (0 : ℝ) < 1)
  simp only [one_pow, mul_one] at D
  have hd0 : (d : ℝ) ≠ 0 := Nat.cast_ne_zero.2 (by omega)
  rw [energy_eq_add h, eq_div_iff hd0]
  constructor
  · intro hst
    linear_combination D.unique hst
  · intro hF
    exact D.congr_deriv (by linear_combination hF)
```

## Every other size has lower energy

At stationarity \(dV=-(d-2)K\). Inserting this in the scaling law gives

\[ d\left(F[u]-F[u(\cdot/s)]\right)=K\left(2-d\,s^{d-2}+(d-2)s^d\right). \]

With \(d=m+3\), the bracket is \(2-q_m(s)\), where \(q_m(s)=(m+3)s^{m+1}-(m+1)s^{m+3}\). It must be shown that \(q_m(s)<2\) for positive \(s\ne1\). For \(m=0\),

\[ 2-3s+s^3=(s-1)^2(s+2)>0 . \]

The induction step rests on the identity

\[ 2-q_{m+1}(s)=s\,(2-q_m(s))+(1-s)\left(2-s^{m+2}(1+s)\right). \]

The first term is positive by the induction hypothesis. In the second, both factors are positive for \(s<1\) and both are negative for \(s>1\).

```lean
/-- For positive `s ≠ 1`, the polynomial `(m+3) s^(m+1) - (m+1) s^(m+3)` lies strictly
below `2`. -/
theorem scaling_gap (hs : 0 < s) (h1 : s ≠ 1) (m : ℕ) :
    ((m : ℝ) + 3) * s ^ (m + 1) - ((m : ℝ) + 1) * s ^ (m + 3) < 2 := by
  induction m with
  | zero =>
    have hne : s - 1 ≠ 0 := sub_ne_zero.2 h1
    have h : 0 < (s - 1) ^ 2 * (s + 2) := by positivity
    norm_num
    nlinarith [h]
  | succ m ih =>
    -- both factors change sign at s = 1
    have key : 0 < (1 - s) * (2 - s ^ (m + 2) * (1 + s)) := by
      rcases lt_or_gt_of_ne h1 with h | h
      · have hp : s ^ (m + 2) ≤ 1 := pow_le_one₀ hs.le h.le
        exact mul_pos (by linarith) (by nlinarith)
      · have hp : 1 ≤ s ^ (m + 2) := one_le_pow₀ h.le
        exact mul_pos_of_neg_of_neg (by linarith) (by nlinarith)
    have h2 := mul_pos hs (sub_pos.2 ih)
    have e : 2 - (((m : ℝ) + 1 + 3) * s ^ (m + 1 + 1)
        - ((m : ℝ) + 1 + 1) * s ^ (m + 1 + 3)) =
        s * (2 - (((m : ℝ) + 3) * s ^ (m + 1) - ((m : ℝ) + 1) * s ^ (m + 3)))
        + (1 - s) * (2 - s ^ (m + 2) * (1 + s)) := by ring
    push_cast
    linarith
```

The second derivative at \(s=1\) follows from the same relation between \(V\) and \(K\):

\[ (d-2)(d-3)K+d(d-1)V=(d-2)\left[(d-3)-(d-1)\right]K=-2(d-2)K . \]

It is negative when \(K>0\), a condition that excludes a uniform state. The theorem collects four conclusions: the energy \(2K/d\), the second derivative, its sign, and the strict inequality for every positive \(s\ne1\). In the proof, `hv` is the stationarity relation, and `linear_combination` uses it to eliminate \(V\).

```lean
/-- For `d ≥ 3` and `K > 0`, a profile with convergent gradient and bulk integrals that is
stationary under stretching has free energy `2K/d` and negative second derivative `-2(d-2)K`, and
every other stretching lowers its energy. -/
theorem stationary_is_maximum (hd : 3 ≤ d) (h : IsProfile d f u p)
    (hK : 0 < gradientPart d p)
    (hst : HasDerivAt (fun s => freeEnergy d f (dilate s u)) 0 1) :
    freeEnergy d f u = 2 * gradientPart d p / d ∧
    HasDerivAt (deriv fun s => freeEnergy d f (dilate s u))
      (-2 * ((d : ℝ) - 2) * gradientPart d p) 1 ∧
    -2 * ((d : ℝ) - 2) * gradientPart d p < 0 ∧
    ∀ s, 0 < s → s ≠ 1 → freeEnergy d f (dilate s u) < freeEnergy d f u := by
  have hv := (hasDerivAt_energy hd h (one_pos : (0 : ℝ) < 1)).unique hst
  simp only [one_pow, mul_one] at hv
  have hd3 : (3 : ℝ) ≤ d := by exact_mod_cast hd
  refine ⟨(stationary_iff hd h).1 hst, ?_, ?_, ?_⟩
  · -- differentiate the first derivative, then eliminate V
    have e := (((hasDerivAt_pow (d - 3) (1 : ℝ)).const_mul ((d : ℝ) - 2)).mul_const
      (gradientPart d p)).fun_add
      (((hasDerivAt_pow (d - 1) (1 : ℝ)).const_mul (d : ℝ)).mul_const (bulkPart d f u))
    refine (e.congr_of_eventuallyEq ?_).congr_deriv ?_
    · filter_upwards [Ioi_mem_nhds (one_pos : (0 : ℝ) < 1)] with t ht
      exact (hasDerivAt_energy hd h ht).deriv
    · have c3 : ((d - 3 : ℕ) : ℝ) = (d : ℝ) - 3 := by
        exact_mod_cast Nat.cast_sub (R := ℝ) hd
      have c1 : ((d - 1 : ℕ) : ℝ) = (d : ℝ) - 1 := by
        exact_mod_cast Nat.cast_sub (R := ℝ) (show 1 ≤ d by omega)
      simp only [one_pow, mul_one]
      rw [c3, c1]
      linear_combination ((d : ℝ) - 1) * hv
  · have := mul_pos (show (0 : ℝ) < (d : ℝ) - 2 by linarith) hK
    linarith
  · intro s hs h1
    rw [energy_dilate (by omega) h hs, energy_eq_add h]
    obtain ⟨m, rfl⟩ : ∃ m, d = m + 3 := ⟨d - 3, by omega⟩
    rw [show m + 3 - 2 = m + 1 by omega]
    push_cast at hv
    have g := mul_pos hK (sub_pos.2 (scaling_gap hs h1 m))
    generalize gradientPart (m + 3) p = K at *
    generalize bulkPart (m + 3) f u = V at *
    have e : ((m : ℝ) + 3) * ((K + V) - (s ^ (m + 1) * K + s ^ (m + 3) * V)) =
        K * (2 - (((m : ℝ) + 3) * s ^ (m + 1) - ((m : ℝ) + 1) * s ^ (m + 3))) := by
      linear_combination (1 - s ^ (m + 3)) * hv
    rw [← e] at g
    exact sub_pos.1 ((mul_pos_iff_of_pos_left (by positivity)).1 g)
```

Now drop the assumption of stationarity. If \(s=1\) were a local minimum, the derivative there would vanish, and the previous theorem would make \(s=1\) a strict maximum. The proof picks the factor \(1+\varepsilon/2\) inside the neighbourhood where the minimum is supposed to hold. The energy there would have to be both at least \(F[u]\) and strictly below it.

```lean
/-- For `d ≥ 3`, no profile with convergent integrals and `K > 0` is a local minimum of
the free energy under stretching. -/
theorem no_minimum (hd : 3 ≤ d) (h : IsProfile d f u p) (hK : 0 < gradientPart d p) :
    ¬ IsLocalMin (fun s => freeEnergy d f (dilate s u)) 1 := by
  intro hmin
  have D := hasDerivAt_energy hd h (one_pos : (0 : ℝ) < 1)
  have hst := D.congr_deriv (hmin.hasDerivAt_eq_zero D)
  obtain ⟨ε, hε, hb⟩ := Metric.eventually_nhds_iff.1 hmin
  have hdist : dist (1 + ε / 2) 1 < ε := by
    rw [Real.dist_eq, add_sub_cancel_left, abs_of_pos (by linarith)]
    linarith
  have hle : freeEnergy d f (dilate 1 u) ≤ freeEnergy d f (dilate (1 + ε / 2) u) :=
    hb hdist
  have h1 : dilate 1 u = u := by
    funext r
    simp [dilate]
  rw [h1] at hle
  have hlt := (stationary_is_maximum hd h hK hst).2.2.2 (1 + ε / 2)
    (by linarith) (by linarith)
  exact not_lt_of_ge hle hlt
```

In this radial model with one order parameter and \(d\ge3\), a critical nucleus with convergent integrals and \(K>0\) is therefore not a local minimum of the free energy, although the free energy is stationary there by definition. The result concerns free stretching in infinite space. It does not treat a droplet in a closed box with a fixed amount of material, where stretching alone would violate the constraint.

## A profile that meets every condition

Take \(d=3\), \(u=e^{-r}\) and \(f(v)=-v^2/6\). With

\[ I=\int_0^\infty r^2e^{-2r}\,dr=\tfrac14, \]

one finds \(K=I/2=1/8\) and \(V=-I/6=-1/24\), so \(F=1/12=2K/3\). The profile is stationary under stretching, although it does not solve the Euler–Lagrange equation for this \(f\) and is not itself a critical nucleus. The example shows only that the hypotheses of the theorem can hold together. It is not a physical model of nucleation: this \(f\) is unbounded below and makes the parent phase \(u=0\) unstable rather than metastable, and \(e^{-r}\) has a cusp at the origin.

The proof needs only \(I>0\), which it gets from the Gamma-function formula. Lean assigns the value zero to a divergent integral, so a positive value also establishes convergence. The equivalence with \(F=2K/d\) then yields stationarity.

```lean
/-- In three dimensions with `f(v) = -v^2/6`, the profile `exp(-r)` has convergent
integrals and `K > 0`, and is stationary under stretching. -/
theorem stationary_witness :
    IsProfile 3 (fun v => -v ^ 2 / 6) (fun r => Real.exp (-r)) (fun r => -Real.exp (-r)) ∧
    0 < gradientPart 3 (fun r => -Real.exp (-r)) ∧
    HasDerivAt (fun s => freeEnergy 3 (fun v => -v ^ 2 / 6)
      (dilate s fun r => Real.exp (-r))) 0 1 := by
  have hI : 0 < ∫ r in Ioi (0 : ℝ), r ^ 2 * Real.exp (-r) ^ 2 := by
    have e := Real.integral_rpow_mul_exp_neg_mul_Ioi
      (show (0 : ℝ) < 3 by norm_num) (show (0 : ℝ) < 2 by norm_num)
    have c : ∫ r in Ioi (0 : ℝ), r ^ 2 * Real.exp (-r) ^ 2 =
        ∫ t in Ioi (0 : ℝ), t ^ ((3 : ℝ) - 1) * Real.exp (-(2 * t)) := by
      refine setIntegral_congr_fun measurableSet_Ioi ?_
      intro t _
      change t ^ 2 * Real.exp (-t) ^ 2 = t ^ ((3 : ℝ) - 1) * Real.exp (-(2 * t))
      rw [show (3 : ℝ) - 1 = ((2 : ℕ) : ℝ) by norm_num, Real.rpow_natCast,
        show -(2 * t) = -t + -t by ring, Real.exp_add, ← sq]
    rw [c, e]
    exact mul_pos (Real.rpow_pos_of_pos (by norm_num) _) (Real.Gamma_pos_of_pos (by norm_num))
  -- a nonzero integral certifies convergence
  have hJ : Integrable (fun r : ℝ => r ^ 2 * Real.exp (-r) ^ 2)
      (volume.restrict (Ioi 0)) := by
    by_contra hn
    exact hI.ne' (integral_undef hn)
  have eK : (fun r : ℝ => r ^ (3 - 1) * ((-Real.exp (-r)) ^ 2 / 2)) =
      fun r => (1 / 2) * (r ^ 2 * Real.exp (-r) ^ 2) := by
    funext r
    change r ^ 2 * ((-Real.exp (-r)) ^ 2 / 2) = _
    ring
  have eV : (fun r : ℝ => r ^ (3 - 1) * (-Real.exp (-r) ^ 2 / 6)) =
      fun r => (-1 / 6) * (r ^ 2 * Real.exp (-r) ^ 2) := by
    funext r
    change r ^ 2 * (-Real.exp (-r) ^ 2 / 6) = _
    ring
  have hP : IsProfile 3 (fun v => -v ^ 2 / 6) (fun r => Real.exp (-r))
      (fun r => -Real.exp (-r)) := by
    refine ⟨fun r _ => ?_, ?_, ?_⟩
    · exact (hasDerivAt_neg' r).exp.congr_deriv (by ring)
    · rw [eK]
      exact Integrable.const_mul hJ _
    · rw [eV]
      exact Integrable.const_mul hJ _
  have vK : gradientPart 3 (fun r => -Real.exp (-r)) =
      (1 / 2) * ∫ r in Ioi (0 : ℝ), r ^ 2 * Real.exp (-r) ^ 2 := by
    unfold gradientPart
    rw [eK, integral_const_mul]
  have vV : bulkPart 3 (fun v => -v ^ 2 / 6) (fun r => Real.exp (-r)) =
      (-1 / 6) * ∫ r in Ioi (0 : ℝ), r ^ 2 * Real.exp (-r) ^ 2 := by
    unfold bulkPart
    rw [eV, integral_const_mul]
  refine ⟨hP, ?_, (stationary_iff le_rfl hP).2 ?_⟩
  · rw [vK]
    linarith
  · rw [energy_eq_add hP, vK, vV]
    push_cast
    ring

end

end NucleationScaling
```

```lean
#print axioms NucleationScaling.stationary_is_maximum
#print axioms NucleationScaling.no_minimum
```

```
'NucleationScaling.stationary_is_maximum' depends on axioms: [propext, Classical.choice, Quot.sound]
'NucleationScaling.no_minimum' depends on axioms: [propext, Classical.choice, Quot.sound]
```
